# At four distinct points of the plane, the squared Majorana correlator equals the boson-current correlator

Put four points at 0, 1, 2, 3 on a line and give each pair the value 1/(z − w). There are three ways to split four points into two pairs, and the products of the pair values are

A = 1 for (12)(34), B = 1/4 for (13)(24), C = 1/3 for (14)(23).

Free fermions combine them with alternating signs, and the square of the result is

(A − B + C)² = (13/12)² = 169/144.

Free bosons whose pair value is 1/(z − w)² add the squares:

A² + B² + C² = 1 + 1/16 + 1/9 = 169/144.

The two agree because the cross terms cancel: −AB + AC − BC = −1/4 + 1/3 − 1/12 = 0.

## The identity for arbitrary positions

Let z₁, z₂, z₃, z₄ be distinct elements of a field, for example complex numbers, and write aᵢⱼ = 1/(zᵢ − zⱼ). Then

(a₁₂a₃₄ − a₁₃a₂₄ + a₁₄a₂₃)² = a₁₂²a₃₄² + a₁₃²a₂₄² + a₁₄²a₂₃².

The bracket on the left is a Pfaffian, the vacuum four-point function on the plane of a free chiral Majorana fermion with two-point function 1/(z − w). The right side is a hafnian, a sum over the same pairings without signs, here with the squared pair values. It is the vacuum four-point function on the plane of a free chiral boson current with two-point function 1/(z − w)². In two-dimensional conformal field theory this is the four-point case of a bosonization relation for non-interacting fields; it does not establish the equivalence of the two theories.

## A check on pairing signs in correlator codes

A code that evaluates free-fermion correlators as Pfaffians and current correlators as hafnians can compare the two at four points. The comparison is sensitive to the relative signs of the pairings. At 0, 1, 2, 3, the combination A + B + C gives 361/144, A − B − C gives 25/144 and A + B − C gives 121/144, all different from 169/144. A wrong overall sign of the Pfaffian goes unnoticed, since it is squared away.

The propagator matters too. With 1/(z − w)³ for the fermion and its square for the boson, the two sides differ by 1/24 at the same points, so a mismatch there is no sign of a bug.

## Cross terms and a three-term relation

Take any propagator of the form 1/d, with dᵢⱼ = d(xᵢ, xⱼ) nonzero for the six pairs i < j. Define

D₁ = d₁₂d₃₄, D₂ = d₁₃d₂₄, D₃ = d₁₄d₂₃.

The three pairings are now A = 1/D₁, B = 1/D₂ and C = 1/D₃. Expanding the square gives

(A − B + C)² − (A² + B² + C²) = 2(−AB + AC − BC).

Over the common denominator D₁D₂D₃, the terms AB, AC and BC have numerators D₃, D₂ and D₁, so the difference is

−2(D₁ − D₂ + D₃)/(D₁D₂D₃).

If 2 ≠ 0 in the field, the identity therefore holds exactly when D₁ − D₂ + D₃ = 0.

For d(z, w) = z − w the products are

D₁ = z₁z₃ − z₁z₄ − z₂z₃ + z₂z₄,

D₂ = z₁z₂ − z₁z₄ − z₂z₃ + z₃z₄,

D₃ = z₁z₂ − z₁z₃ − z₂z₄ + z₃z₄.

Every monomial cancels in D₁ − D₂ + D₃. This works in any characteristic.

On the cylinder d(z, w) = sin(z − w), which makes the fermion antiperiodic under a shift by π. Write sᵢ = sin zᵢ and cᵢ = cos zᵢ, so that dᵢⱼ = sᵢcⱼ − cᵢsⱼ. Then

D₁ = s₁c₂s₃c₄ − s₁c₂c₃s₄ − c₁s₂s₃c₄ + c₁s₂c₃s₄,

D₂ = s₁s₂c₃c₄ − s₁c₂c₃s₄ − c₁s₂s₃c₄ + c₁c₂s₃s₄,

D₃ = s₁s₂c₃c₄ − s₁c₂s₃c₄ − c₁s₂c₃s₄ + c₁c₂s₃s₄,

and again D₁ − D₂ + D₃ = 0.

## Two fermion species give the square

Let ψ and χ be independent fermions with the same propagator f, and consider the bilinear ψχ at each point. In the product of four bilinears, moving every ψ to the left of every χ takes 1 + 2 + 3 = 6 exchanges, an even number. Since ψ and χ do not contract with each other, the correlator factorises into two equal four-point functions, which is the square.

With two bilinears there is one exchange, so the two-point function is −f(x, y)². The field iψχ therefore has the current's two-point function +1/(z − w)² when f is the Majorana propagator, and the factor i⁴ = 1 leaves the four-point function unchanged.

## The Lean file

```lean
import Mathlib

open Finset

namespace MajoranaCurrentFourPoint

noncomputable section

/-- All ways to pick one field out of a list, each with the list of remaining fields. -/
def picks {α : Type*} : List α → List (α × List α)
  | [] => []
  | y :: ys => (y, ys) :: (picks ys).map (fun p => (p.1, y :: p.2))

/-- The sum `a₀ + s a₁ + s² a₂ + ...`, where `s` is the exchange sign. -/
def exchangeSum {R : Type*} [CommRing R] (s : R) : List R → R
  | [] => 0
  | a :: as => a + s * exchangeSum s as

/-- Wick's expansion: the sum over all full contractions of a list of fields into `n` pairs,
with propagator `f` and exchange sign `s` (`-1` for fermions, `1` for bosons). -/
def wick {R α : Type*} [CommRing R] (s : R) (f : α → α → R) : ℕ → List α → R
  | 0, [] => 1
  | 0, _ :: _ => 0
  | _ + 1, [] => 0
  | n + 1, x :: xs => exchangeSum s ((picks xs).map (fun p => f x p.1 * wick s f n p.2))

/-- The propagator of a free chiral Majorana fermion on the plane. -/
def majorana {K : Type*} [Field K] (z w : K) : K := 1 / (z - w)

/-- The propagator of a free chiral boson current on the plane. -/
def current {K : Type*} [Field K] (z w : K) : K := 1 / (z - w) ^ 2

/-- The propagator of two independent species with the same propagator `f`:
fields of different species do not contract. -/
def twoFlavour {R α : Type*} [CommRing R] (f : α → α → R) (p q : Bool × α) : R :=
  if p.1 = q.1 then f p.2 q.2 else 0

/-- The four-point function is a sum over three pairings, with weights `1`, `s` and `s ^ 2`. -/
theorem wick_four {R α : Type*} [CommRing R] (s : R) (f : α → α → R) (x₁ x₂ x₃ x₄ : α) :
    wick s f 2 [x₁, x₂, x₃, x₄] =
      f x₁ x₂ * f x₃ x₄ + s * (f x₁ x₃ * f x₂ x₄) + s ^ 2 * (f x₁ x₄ * f x₂ x₃) := by
  simp [wick, picks, exchangeSum]
  ring

/-- For a propagator `1 / d`, the squared fermionic four-point function differs from the bosonic
one with squared propagator by a multiple of `d₁₂ d₃₄ - d₁₃ d₂₄ + d₁₄ d₂₃`. -/
theorem fermion_sq_sub_boson {K α : Type*} [Field K] (d : α → α → K) (x₁ x₂ x₃ x₄ : α)
    (h₁₂ : d x₁ x₂ ≠ 0) (h₁₃ : d x₁ x₃ ≠ 0) (h₁₄ : d x₁ x₄ ≠ 0)
    (h₂₃ : d x₂ x₃ ≠ 0) (h₂₄ : d x₂ x₄ ≠ 0) (h₃₄ : d x₃ x₄ ≠ 0) :
    wick (-1) (fun x y => 1 / d x y) 2 [x₁, x₂, x₃, x₄] ^ 2
        - wick 1 (fun x y => (1 / d x y) ^ 2) 2 [x₁, x₂, x₃, x₄] =
      -2 * (d x₁ x₂ * d x₃ x₄ - d x₁ x₃ * d x₂ x₄ + d x₁ x₄ * d x₂ x₃) /
        (d x₁ x₂ * d x₃ x₄ * (d x₁ x₃ * d x₂ x₄) * (d x₁ x₄ * d x₂ x₃)) := by
  simp only [wick_four]
  field_simp
  ring

/-- Outside characteristic two, the squared fermionic four-point function with propagator `1 / d`
equals the bosonic one with squared propagator exactly when
`d₁₂ d₃₄ - d₁₃ d₂₄ + d₁₄ d₂₃ = 0`. -/
theorem fermion_sq_eq_boson_iff {K α : Type*} [Field K] (h2 : (2 : K) ≠ 0)
    (d : α → α → K) (x₁ x₂ x₃ x₄ : α)
    (h₁₂ : d x₁ x₂ ≠ 0) (h₁₃ : d x₁ x₃ ≠ 0) (h₁₄ : d x₁ x₄ ≠ 0)
    (h₂₃ : d x₂ x₃ ≠ 0) (h₂₄ : d x₂ x₄ ≠ 0) (h₃₄ : d x₃ x₄ ≠ 0) :
    wick (-1) (fun x y => 1 / d x y) 2 [x₁, x₂, x₃, x₄] ^ 2
        = wick 1 (fun x y => (1 / d x y) ^ 2) 2 [x₁, x₂, x₃, x₄] ↔
      d x₁ x₂ * d x₃ x₄ - d x₁ x₃ * d x₂ x₄ + d x₁ x₄ * d x₂ x₃ = 0 := by
  rw [← sub_eq_zero, fermion_sq_sub_boson d x₁ x₂ x₃ x₄ h₁₂ h₁₃ h₁₄ h₂₃ h₂₄ h₃₄]
  simp [h2, h₁₂, h₁₃, h₁₄, h₂₃, h₂₄, h₃₄]

/-- At four distinct points of the plane, the square of the Majorana four-point function is the
four-point function of the boson current. -/
theorem majorana_sq_eq_current {K : Type*} [Field K] (z₁ z₂ z₃ z₄ : K)
    (h₁₂ : z₁ ≠ z₂) (h₁₃ : z₁ ≠ z₃) (h₁₄ : z₁ ≠ z₄)
    (h₂₃ : z₂ ≠ z₃) (h₂₄ : z₂ ≠ z₄) (h₃₄ : z₃ ≠ z₄) :
    wick (-1) majorana 2 [z₁, z₂, z₃, z₄] ^ 2 = wick 1 current 2 [z₁, z₂, z₃, z₄] := by
  have h := fermion_sq_sub_boson (fun z w : K => z - w) z₁ z₂ z₃ z₄
    (sub_ne_zero.mpr h₁₂) (sub_ne_zero.mpr h₁₃) (sub_ne_zero.mpr h₁₄)
    (sub_ne_zero.mpr h₂₃) (sub_ne_zero.mpr h₂₄) (sub_ne_zero.mpr h₃₄)
  simp only [wick_four, one_div_pow] at h
  simp only [wick_four, majorana, current]
  -- the numerator on the right of `h` vanishes identically in the four positions
  linear_combination h

/-- For an antiperiodic fermion on the cylinder, with propagator `1 / sin (z - w)`, the squared
four-point function equals the bosonic one with squared propagator if the six sines are nonzero. -/
theorem cylinder_sq_eq_current (z₁ z₂ z₃ z₄ : ℂ)
    (h₁₂ : Complex.sin (z₁ - z₂) ≠ 0) (h₁₃ : Complex.sin (z₁ - z₃) ≠ 0)
    (h₁₄ : Complex.sin (z₁ - z₄) ≠ 0) (h₂₃ : Complex.sin (z₂ - z₃) ≠ 0)
    (h₂₄ : Complex.sin (z₂ - z₄) ≠ 0) (h₃₄ : Complex.sin (z₃ - z₄) ≠ 0) :
    wick (-1) (fun z w => 1 / Complex.sin (z - w)) 2 [z₁, z₂, z₃, z₄] ^ 2 =
      wick 1 (fun z w => (1 / Complex.sin (z - w)) ^ 2) 2 [z₁, z₂, z₃, z₄] := by
  -- the addition theorem turns the three-term relation into a polynomial identity
  have hP : Complex.sin (z₁ - z₂) * Complex.sin (z₃ - z₄)
      - Complex.sin (z₁ - z₃) * Complex.sin (z₂ - z₄)
      + Complex.sin (z₁ - z₄) * Complex.sin (z₂ - z₃) = 0 := by
    simp only [Complex.sin_sub]
    ring
  exact (fermion_sq_eq_boson_iff two_ne_zero (fun z w : ℂ => Complex.sin (z - w))
    z₁ z₂ z₃ z₄ h₁₂ h₁₃ h₁₄ h₂₃ h₂₄ h₃₄).mpr hP

/-- For a fermion with propagator `1 / (z - w)³` the identity fails at the points 0, 1, 2, 3. -/
theorem cubic_propagator_fails :
    wick (-1) (fun z w : ℚ => 1 / (z - w) ^ 3) 2 [0, 1, 2, 3] ^ 2 ≠
      wick 1 (fun z w : ℚ => (1 / (z - w) ^ 3) ^ 2) 2 [0, 1, 2, 3] := by
  simp only [wick_four]
  norm_num

/-- The two-point function of the bilinear `ψχ` of two independent fermion species is minus the
squared propagator. -/
theorem bilinear_two_point {R α : Type*} [CommRing R] (f : α → α → R) (x y : α) :
    wick (-1) (twoFlavour f) 2 [(false, x), (true, x), (false, y), (true, y)] =
      -(f x y) ^ 2 := by
  simp only [wick_four]
  simp [twoFlavour]
  ring

set_option maxHeartbeats 400000 in
/-- The four-point function of the bilinear `ψχ`, an eight-fermion correlator, is the square of
the four-point function of a single species. -/
theorem bilinear_four_point {R α : Type*} [CommRing R] (f : α → α → R) (x₁ x₂ x₃ x₄ : α) :
    wick (-1) (twoFlavour f) 4 [(false, x₁), (true, x₁), (false, x₂), (true, x₂),
      (false, x₃), (true, x₃), (false, x₄), (true, x₄)] =
      wick (-1) f 2 [x₁, x₂, x₃, x₄] ^ 2 := by
  rw [wick_four (-1) f]
  simp [wick, picks, exchangeSum, twoFlavour]
  ring

/-- At four distinct points, the bilinear `ψχ` of two Majorana fermions has the four-point
function of the free boson current. -/
theorem bilinear_eq_current {K : Type*} [Field K] (z₁ z₂ z₃ z₄ : K)
    (h₁₂ : z₁ ≠ z₂) (h₁₃ : z₁ ≠ z₃) (h₁₄ : z₁ ≠ z₄)
    (h₂₃ : z₂ ≠ z₃) (h₂₄ : z₂ ≠ z₄) (h₃₄ : z₃ ≠ z₄) :
    wick (-1) (twoFlavour majorana) 4 [(false, z₁), (true, z₁), (false, z₂), (true, z₂),
      (false, z₃), (true, z₃), (false, z₄), (true, z₄)] =
      wick 1 current 2 [z₁, z₂, z₃, z₄] :=
  (bilinear_four_point majorana z₁ z₂ z₃ z₄).trans
    (majorana_sq_eq_current z₁ z₂ z₃ z₄ h₁₂ h₁₃ h₁₄ h₂₃ h₂₄ h₃₄)

end

end MajoranaCurrentFourPoint
```

```lean
#print axioms MajoranaCurrentFourPoint.majorana_sq_eq_current
#print axioms MajoranaCurrentFourPoint.cubic_propagator_fails
#print axioms MajoranaCurrentFourPoint.bilinear_two_point
#print axioms MajoranaCurrentFourPoint.bilinear_eq_current
```

```
'MajoranaCurrentFourPoint.majorana_sq_eq_current' depends on axioms: [propext, Classical.choice, Quot.sound]
'MajoranaCurrentFourPoint.cubic_propagator_fails' depends on axioms: [propext, Classical.choice, Quot.sound]
'MajoranaCurrentFourPoint.bilinear_two_point' depends on axioms: [propext]
'MajoranaCurrentFourPoint.bilinear_eq_current' depends on axioms: [propext, Classical.choice, Quot.sound]
```

## How the file encodes fields and contractions

`wick s f n l` is the sum over all ways to contract the list `l` into `n` pairs. The first field is paired with each later one in turn: `picks` lists the possible partners, and `exchangeSum` gives a factor `s` for every field skipped. Thus `s = -1` means fermions and `s = 1` bosons. The propagator `f` is always evaluated with the earlier field first.

`majorana` and `current` are the plane propagators 1/(z − w) and 1/(z − w)², with unit normalisation. In `twoFlavour` a field is a pair of a Boolean and a position, with `false` for ψ and `true` for χ; different species have propagator zero. The two fields inside one bilinear therefore never contract, and no coincident-point singularity arises from them.

The identity above is `majorana_sq_eq_current`, whose six hypotheses say that the points are distinct. `bilinear_eq_current` states it for the eight-fermion correlator. In `cylinder_sq_eq_current` the hypotheses require the six sines to be nonzero, so no two positions may differ by a multiple of π.

## From pairings to polynomial identities

`wick_four` unfolds the recursion into the three pairings. `fermion_sq_sub_boson` is the formula for the difference: `field_simp` clears the denominators using the six nonvanishing hypotheses, and `ring` checks the polynomial identity that remains. `fermion_sq_eq_boson_iff` moves everything to one side and uses the fact that neither 2 nor any of the dᵢⱼ is zero.

For the plane, the difference formula is applied to d = z − w, and `linear_combination h` confirms that its numerator vanishes. This route never divides by 2, so characteristic 2 is included. For the cylinder, `Complex.sin_sub` supplies the addition theorem, `ring` performs the cancellation, and the equivalence finishes the proof. `cubic_propagator_fails` is exact rational arithmetic.

`bilinear_two_point` and `bilinear_four_point` expand the contractions and discard those between species. Of the 105 pairings of eight fields, 9 can survive, and they are the products of three ψ pairings with three χ pairings. `bilinear_eq_current` then chains this factorisation with the plane identity.

## Exact arithmetic, four points, free fields

The theorems guarantee equality in exact arithmetic. Floating-point numbers do not form a field, so a code should compare the two sides within a tolerance, chosen with care when points lie close together and the terms become large.

Wick's expansion enters as the definition of the correlators. It stands for the physics of free fields in a Gaussian state with vanishing one-point functions, where every correlator is fixed by the two-point function; the file does not derive it from an operator algebra or a path integral. The propagators are likewise postulated, and interactions are absent.

The results comparing fermions with bosons concern four points only. They say nothing about a particular Pfaffian routine either: a program that uses elimination instead of the pairing sum needs its own argument that it computes the same quantity.
